# The overlap with a two-fermion determinant projected onto two sites is a product of amplitudes

The theorem `overlap_projected` concerns two Slater determinants, a trial state `T` and a walker `Φ`, each built from two real orbitals on a finite set of sites; neither the orbitals nor the determinants need be normalised. If the walker's orbitals are set to zero everywhere except on two sites `i < j`, its overlap with the trial state, the determinant of `Tᵀ` times the projected orbital matrix, equals the product of the two original amplitudes on these sites. These are the unnormalised overlap and amplitudes, with no division by the norms of the states. The proof expands the overlap as a sum over site pairs and uses `Finset.sum_eq_single` to keep only the pair `(i, j)`, which leaves it to show that the other terms vanish and that this pair does belong to the sum.

An attempt in Lean 4 with a fault in it:

```lean
import Mathlib

open Matrix

namespace ConstrainedPathTwoFermions

noncomputable section

/-- The amplitude of a two-fermion Slater determinant with orbital matrix `A` for finding the
particles on sites `i` and `j`: the minor of `A` formed by these two rows. -/
def amplitude {M : ℕ} (A : Matrix (Fin M) (Fin 2) ℝ) (i j : Fin M) : ℝ :=
  (A.submatrix ![i, j] id).det

/-- The overlap of the trial determinant `T` with the walker `Φ`. -/
def overlap {M : ℕ} (T Φ : Matrix (Fin M) (Fin 2) ℝ) : ℝ :=
  (Tᵀ * Φ).det

/-- The pairs of distinct sites, each counted once. -/
def sitePairs (M : ℕ) : Finset (Fin M × Fin M) :=
  Finset.univ.filter fun p => p.1 < p.2

/-- The amplitude is the antisymmetrised product of the two orbitals. -/
theorem amplitude_eq {M : ℕ} (A : Matrix (Fin M) (Fin 2) ℝ) (i j : Fin M) :
    amplitude A i j = A i 0 * A j 1 - A i 1 * A j 0 := by
  rw [amplitude, Matrix.det_fin_two]
  rfl

/-- Summed over all ordered pairs of sites, the products of amplitudes give twice the overlap. -/
theorem sum_ordered_pairs {M : ℕ} (T Φ : Matrix (Fin M) (Fin 2) ℝ) :
    ∑ i, ∑ j, amplitude T i j * amplitude Φ i j = 2 * overlap T Φ := by
  -- each product separates into one-site factors
  have key : ∀ i j, amplitude T i j * amplitude Φ i j =
      (T i 0 * Φ i 0) * (T j 1 * Φ j 1) - (T i 0 * Φ i 1) * (T j 1 * Φ j 0)
      - (T i 1 * Φ i 0) * (T j 0 * Φ j 1) + (T i 1 * Φ i 1) * (T j 0 * Φ j 0) := by
    intro i j
    rw [amplitude_eq, amplitude_eq]
    ring
  simp only [key, Finset.sum_add_distrib, Finset.sum_sub_distrib, ← Finset.mul_sum,
    ← Finset.sum_mul, overlap, Matrix.det_fin_two, Matrix.mul_apply, Matrix.transpose_apply]
  ring

/-- The overlap of two two-fermion determinants is the sum over site pairs of the products of
their amplitudes. -/
theorem overlap_eq_sum_pairs {M : ℕ} (T Φ : Matrix (Fin M) (Fin 2) ℝ) :
    overlap T Φ = ∑ p ∈ sitePairs M, amplitude T p.1 p.2 * amplitude Φ p.1 p.2 := by
  rw [sitePairs, Finset.sum_filter, Fintype.sum_prod_type]
  -- exchange symmetry of the product folds the ordered pairs onto `i < j`
  have fold : ∑ i, ∑ j, amplitude T i j * amplitude Φ i j =
      (∑ i, ∑ j, if i < j then amplitude T i j * amplitude Φ i j else 0) +
      (∑ i, ∑ j, if i < j then amplitude T i j * amplitude Φ i j else 0) := by
    calc ∑ i, ∑ j, amplitude T i j * amplitude Φ i j
        = ∑ i, ∑ j, ((if i < j then amplitude T i j * amplitude Φ i j else 0) +
            (if j < i then amplitude T j i * amplitude Φ j i else 0)) := by
          refine Finset.sum_congr rfl fun i _ => Finset.sum_congr rfl fun j _ => ?_
          rcases lt_trichotomy i j with h | h | h
          · rw [if_pos h, if_neg (lt_asymm h), add_zero]
          · subst h
            simp only [amplitude_eq, lt_irrefl, if_false]
            ring
          · rw [if_neg (lt_asymm h), if_pos h, zero_add]
            simp only [amplitude_eq]
            ring
      _ = _ := by
          simp only [Finset.sum_add_distrib]
          congr 1
          exact Finset.sum_comm
  have total := sum_ordered_pairs T Φ
  linarith

/-- Site weights `w` acting on a walker multiply its amplitude on sites `i`, `j` by `w i * w j`. -/
theorem amplitude_weighted {M : ℕ} (w : Fin M → ℝ) (Φ : Matrix (Fin M) (Fin 2) ℝ)
    (i j : Fin M) :
    amplitude (Matrix.diagonal w * Φ) i j = w i * w j * amplitude Φ i j := by
  simp only [amplitude_eq, Matrix.diagonal_mul]
  ring

/-- Once the walker's orbitals are projected onto two sites, the overlap is the product of the
amplitudes on these sites. -/
theorem overlap_projected {M : ℕ} (T Φ : Matrix (Fin M) (Fin 2) ℝ) {i j : Fin M} (hij : i < j) :
    overlap T (Matrix.diagonal (fun k => if k = i ∨ k = j then (1 : ℝ) else 0) * Φ) =
      amplitude T i j * amplitude Φ i j := by
  rw [overlap_eq_sum_pairs, Finset.sum_eq_single (i, j)]
  · simp [amplitude_weighted]
  · -- every other pair has a site outside the projection
    rintro ⟨k, l⟩ hkl hne
    have hlt : k < l := (Finset.mem_filter.mp hkl).2
    by_cases hk : k = i ∨ k = j
    · by_cases hl : l = i ∨ l = j
      · exfalso
        rcases hk with hk | hk <;> rcases hl with hl | hl
        · exact hlt.ne (hk.trans hl.symm)
        · exact hne (by rw [hk, hl])
        · rw [hk, hl] at hlt
          exact lt_asymm hij hlt
        · exact hlt.ne (hk.trans hl.symm)
      · simp only [amplitude_weighted, if_neg hl, mul_zero, zero_mul]
    · simp only [amplitude_weighted, if_neg hk, mul_zero, zero_mul]
  · intro hn
    exact absurd (Finset.mem_filter.mpr ⟨Finset.mem_univ _, hij⟩) hn

end

end ConstrainedPathTwoFermions
```

Compiling this gives:

```
Main.lean:99:66: error: Application type mismatch: The argument
  hn
has type
  (i, j) ∉ sitePairs M
but is expected to have type
  j ∉ Finset.filter (LT.lt i) Finset.univ
in the application
  absurd (Finset.mem_filter.mpr ⟨Finset.mem_univ j, hij⟩) hn
```

What went wrong. The error is in the last step, where `hn` says that `(i, j)` is not in `sitePairs M` and the proof must contradict it. Lean elaborates the first argument of `absurd` before `hn` has told it which membership is meant. It therefore has to work out the element and the filter's predicate from `hij : i < j` alone. It reads this as the predicate `LT.lt i` applied to `j`, and so obtains a proof that `j` lies in the set of sites greater than `i`. That is true, but it is not the statement `hn` denies, hence the type mismatch.

The repair states the membership `(i, j) ∈ sitePairs M` as the type of `hmem`. With that type known in advance, Lean unfolds `sitePairs` and takes the predicate from its definition; at `(i, j)` this is `i < j`, which `hij` proves. Now `hn hmem` is a contradiction, and `.elim` closes the goal. Replacing `absurd` by `.elim` is mere tidying, since `absurd hmem hn` would also do.

The mended proof, as a diff:

```diff
@@ -97,5 +97,6 @@
     · simp only [amplitude_weighted, if_neg hk, mul_zero, zero_mul]
   · intro hn
-    exact absurd (Finset.mem_filter.mpr ⟨Finset.mem_univ _, hij⟩) hn
+    have hmem : (i, j) ∈ sitePairs M := Finset.mem_filter.mpr ⟨Finset.mem_univ _, hij⟩
+    exact (hn hmem).elim
 
 end
```
